# A rotation-invariant space of quadratic forms contains each form's images under five particular rotations

Let `W` be a linear subspace of the real 3 × 3 matrices that is mapped into itself by `A ↦ R A Rᵀ` for every proper rotation `R`. The lemma says that if `W` contains the symmetric matrix of a quadratic form in x, y, z, it also contains five rotated copies, with their coefficients written out: those under the half turns about the three axes, a cyclic exchange of the axes, and a turn about z with cosine 3/5 and sine 4/5. `W` is otherwise arbitrary and may also contain matrices that are not symmetric. The attempt gives each rotation as an explicit matrix and uses a helper, `key`, which asks for three checks: that the determinant is one, that the matrix is orthogonal, and that the rotated form is the one claimed.

In Lean, a first try:

```lean
import Mathlib

open Matrix

namespace RotatedMem

/-- Real 3 × 3 matrices; the symmetric ones represent quadratic forms in x, y, z. -/
abbrev M := Matrix (Fin 3) (Fin 3) ℝ

/-- A proper rotation of space: an orthogonal matrix of determinant one. -/
def IsRotation (R : M) : Prop := R * Rᵀ = 1 ∧ R.det = 1

/-- The matrix of a quadratic form after the rotation `R`. -/
def rotate (R A : M) : M := R * A * Rᵀ

/-- A space of forms is orientation independent if every rotation maps it into itself. -/
def OrientationIndependent (W : Submodule ℝ M) : Prop :=
  ∀ R, IsRotation R → ∀ A ∈ W, rotate R A ∈ W

/-- The form a x² + b y² + c z² + 2d xy + 2e xz + 2f yz. -/
def sym (a b c d e f : ℝ) : M := !![a, d, e; d, b, f; e, f, c]

/-- An orientation independent space contains, with a form, its images under the three half
turns, the cyclic exchange of axes, and the turn about z with cosine 3/5 and sine 4/5. -/
theorem rotated_mem {W : Submodule ℝ M} (h : OrientationIndependent W) {a b c d e f : ℝ}
    (hA : sym a b c d e f ∈ W) :
    sym a b c d (-e) (-f) ∈ W ∧ sym a b c (-d) (-e) f ∈ W ∧ sym a b c (-d) e (-f) ∈ W ∧
    sym c a b e f d ∈ W ∧
    sym (9/25*a - 24/25*d + 16/25*b) (16/25*a + 24/25*d + 9/25*b) c
      (12/25*a - 7/25*d - 12/25*b) (3/5*e - 4/5*f) (4/5*e + 3/5*f) ∈ W := by
  have key : ∀ R B : M, R.det = 1 → R * Rᵀ = 1 → rotate R (sym a b c d e f) = B → B ∈ W :=
    fun R B h1 h2 h3 => h3 ▸ h R ⟨h2, h1⟩ _ hA
  refine ⟨key !![-1, 0, 0; 0, -1, 0; 0, 0, 1] _ (by norm_num [det_fin_three]) ?_ ?_,
    key !![1, 0, 0; 0, -1, 0; 0, 0, -1] _ (by norm_num [det_fin_three]) ?_ ?_,
    key !![-1, 0, 0; 0, 1, 0; 0, 0, -1] _ (by norm_num [det_fin_three]) ?_ ?_,
    key !![0, 0, 1; 1, 0, 0; 0, 1, 0] _ (by norm_num [det_fin_three]) ?_ ?_,
    key !![3/5, -4/5, 0; 4/5, 3/5, 0; 0, 0, 1] _ (by norm_num [det_fin_three]) ?_ ?_⟩
  all_goals
    ext i j
    fin_cases i <;> fin_cases j <;>
      simp [rotate, sym, Matrix.mul_apply, Fin.sum_univ_three] <;> ring

end RotatedMem
```

The compiler's answer:

```
Main.lean:33:49: error: unsolved goals
W : Submodule ℝ M
h : OrientationIndependent W
a b c d e f : ℝ
hA : sym a b c d e f ∈ W
key : ∀ (R B : M), det R = 1 → R * Rᵀ = 1 → rotate R (sym a b c d e f) = B → B ∈ W
⊢ vecCons (![-1, 0, 0] 2) (fun i => vecCons (![0, -1, 0] 2) (fun i => ![0, 0, 1] 2) i) 2 +
        ![0, -1, 0] 2 * vecCons 0 (fun i => vecCons (-1) (fun i => 0) i) 2 +
      ![-1, 0, 0] 2 * vecCons (-1) (fun i => vecCons 0 (fun i => 0) i) 2 =
    1
Main.lean:34:43: error: unsolved goals
W : Submodule ℝ M
h : OrientationIndependent W
a b c d e f : ℝ
hA : sym a b c d e f ∈ W
key : ∀ (R B : M), det R = 1 → R * Rᵀ = 1 → rotate R (sym a b c d e f) = B → B ∈ W
⊢ -vecCons (![1, 0, 0] 2) (fun i => vecCons (![0, -1, 0] 2) (fun i => ![0, 0, -1] 2) i) 2 -
        ![0, -1, 0] 2 * vecCons 0 (fun i => vecCons (-1) (fun i => 0) i) 2 +
      ![1, 0, 0] 2 * vecCons 1 (fun i => vecCons 0 (fun i => 0) i) 2 =
    1
Main.lean:35:43: error: unsolved goals
W : Submodule ℝ M
h : OrientationIndependent W
a b c d e f : ℝ
hA : sym a b c d e f ∈ W
key : ∀ (R B : M), det R = 1 → R * Rᵀ = 1 → rotate R (sym a b c d e f) = B → B ∈ W
⊢ -vecCons (![-1, 0, 0] 2) (fun i => vecCons (![0, 1, 0] 2) (fun i => ![0, 0, -1] 2) i) 2 +
        ![0, 1, 0] 2 * vecCons 0 (fun i => vecCons 1 (fun i => 0) i) 2 -
      ![-1, 0, 0] 2 * vecCons (-1) (fun i => vecCons 0 (fun i => 0) i) 2 =
    1
Main.lean:36:41: error: unsolved goals
W : Submodule ℝ M
h : OrientationIndependent W
a b c d e f : ℝ
hA : sym a b c d e f ∈ W
key : ∀ (R B : M), det R = 1 → R * Rᵀ = 1 → rotate R (sym a b c d e f) = B → B ∈ W
⊢ ![0, 0, 1] 2 * vecCons 0 (fun i => vecCons 0 (fun i => 1) i) 2 = 1
Main.lean:37:50: error: unsolved goals
W : Submodule ℝ M
h : OrientationIndependent W
a b c d e f : ℝ
hA : sym a b c d e f ∈ W
key : ∀ (R B : M), det R = 1 → R * Rᵀ = 1 → rotate R (sym a b c d e f) = B → B ∈ W
⊢ 9 / 25 * vecCons (![3 / 5, -(4 / 5), 0] 2) (fun i => vecCons (![4 / 5, 3 / 5, 0] 2) (fun i => ![0, 0, 1] 2) i) 2 -
              3 / 5 * ![4 / 5, 3 / 5, 0] 2 * vecCons (-(4 / 5)) (fun i => vecCons (3 / 5) (fun i => 0) i) 2 +
            16 / 25 *
              vecCons (![3 / 5, -(4 / 5), 0] 2) (fun i => vecCons (![4 / 5, 3 / 5, 0] 2) (fun i => ![0, 0, 1] 2) i) 2 +
          -(4 / 5 * ![4 / 5, 3 / 5, 0] 2 * vecCons (3 / 5) (fun i => vecCons (4 / 5) (fun i => 0) i) 2) +
        ![3 / 5, -(4 / 5), 0] 2 * (4 / 5) * vecCons (-(4 / 5)) (fun i => vecCons (3 / 5) (fun i => 0) i) 2 -
      ![3 / 5, -(4 / 5), 0] 2 * (3 / 5) * vecCons (3 / 5) (fun i => vecCons (4 / 5) (fun i => 0) i) 2 =
    1
```

Cause. All five errors are in the determinant checks. Each "unsolved goals" message shows what was left when `norm_num [det_fin_three]` stopped. The lemma `det_fin_three` had expanded the determinant into products of entries, but entries at index 2, such as `![-1, 0, 0] 2`, had not been read off, so the arithmetic could not be finished. The goals themselves are true.

The repair expands the determinant with `simp [det_fin_three]` instead. By default `simp` also runs simplification procedures (simprocs), among them one that looks up an entry of an explicit vector at a numeral index; `norm_num` uses `simp`'s lemmas but not these procedures. With the entries read off, `simp` closes the first four goals, where every entry is 0, 1 or -1. The fifth matrix has entries such as 3/5 and 4/5, so there `norm_num` is called after `simp` to finish the arithmetic with fractions.

As a diff, the version that Lean accepts:

```diff
@@ -31,9 +31,9 @@
   have key : ∀ R B : M, R.det = 1 → R * Rᵀ = 1 → rotate R (sym a b c d e f) = B → B ∈ W :=
     fun R B h1 h2 h3 => h3 ▸ h R ⟨h2, h1⟩ _ hA
-  refine ⟨key !![-1, 0, 0; 0, -1, 0; 0, 0, 1] _ (by norm_num [det_fin_three]) ?_ ?_,
-    key !![1, 0, 0; 0, -1, 0; 0, 0, -1] _ (by norm_num [det_fin_three]) ?_ ?_,
-    key !![-1, 0, 0; 0, 1, 0; 0, 0, -1] _ (by norm_num [det_fin_three]) ?_ ?_,
-    key !![0, 0, 1; 1, 0, 0; 0, 1, 0] _ (by norm_num [det_fin_three]) ?_ ?_,
-    key !![3/5, -4/5, 0; 4/5, 3/5, 0; 0, 0, 1] _ (by norm_num [det_fin_three]) ?_ ?_⟩
+  refine ⟨key !![-1, 0, 0; 0, -1, 0; 0, 0, 1] _ (by simp [det_fin_three]) ?_ ?_,
+    key !![1, 0, 0; 0, -1, 0; 0, 0, -1] _ (by simp [det_fin_three]) ?_ ?_,
+    key !![-1, 0, 0; 0, 1, 0; 0, 0, -1] _ (by simp [det_fin_three]) ?_ ?_,
+    key !![0, 0, 1; 1, 0, 0; 0, 1, 0] _ (by simp [det_fin_three]) ?_ ?_,
+    key !![3/5, -4/5, 0; 4/5, 3/5, 0; 0, 0, 1] _ (by simp [det_fin_three]; norm_num) ?_ ?_⟩
   all_goals
     ext i j
```
